# First-order reciprocity of the two-site response for an invertible multiple-scattering matrix

Take a cluster of two sites with one orbital each. Perturb the second site by one unit, and a quantity on the first site changes by $1/2$. Now apply the same unit perturbation to the first site and read the same quantity on the second: the change is $1$. Someone who extracts a pair coupling by changing one site, inverting again and subtracting gets two numbers for one pair, and may start looking for a bug in the code. There is none. The two directions agree in the first derivative with respect to the perturbation strength, and in general only there.

Let $M$ be an invertible complex matrix with site blocks, and let $\tau = M^{-1}$ be its scattering path operator, with blocks $\tau_{ij}$. Let $A$ act as a matrix $a$ on site $i$ and $B$ as a matrix $b$ on site $j$, both zero elsewhere. Then

$$\frac{d}{dx}\,\mathrm{Tr}\,A(M-xB)^{-1}\Big|_{x=0}=\mathrm{Tr}\,(a\,\tau_{ij}\,b\,\tau_{ji}),$$

and exchanging $A$ and $B$ leaves the value unchanged.

In multiple-scattering theory $M = t^{-1}-G_0$, with the single-site matrices $t$ and the structure constants $G_0$ at one energy, and $xb$ is the amount by which $t_j^{-1}$ is lowered. In an orthogonal tight-binding model $M = E-H$, and $xb$ is a potential added on site $j$. In this tight-binding model, take non-interacting electrons in a finite cluster with a gap between occupied and empty levels, count spin among the orbitals, so that each level holds one electron, and let $a$ and $b$ be unit matrices. Integrating the derivative over complex $E$, counter-clockwise around the occupied levels only, and dividing by $2\pi i$ then gives the static linear response of the electron number on site $i$ to a uniform potential shift on site $j$.

## Sites, orbitals and blocks

```lean
import Mathlib

open Matrix Filter Topology

namespace TwoSiteResponse

noncomputable section

variable {ι n : Type*} [Fintype ι] [DecidableEq ι] [Fintype n] [DecidableEq n]
```

The type `ι` is the finite set of sites and `n` the finite set of orbitals on a site. Every site has the same set, as with a common angular-momentum cutoff; spin can be included in `n`. A row or column of the large matrix is labelled by a pair (site, orbital).

```lean
/-- The block of a multi-site matrix that connects the orbitals of site `i` to those of
site `j`. -/
def block (X : Matrix (ι × n) (ι × n) ℂ) (i j : ι) : Matrix n n ℂ :=
  X.submatrix (fun k => (i, k)) (fun l => (j, l))
```

`block X i j` is the small matrix $X_{ij}$ with entries $(X_{ij})_{kl}=X_{(i,k),(j,l)}$.

```lean
/-- The operator that acts as `a` on the orbitals of site `i` and vanishes on all other
blocks. -/
def siteOp (i : ι) (a : Matrix n n ℂ) : Matrix (ι × n) (ι × n) ℂ :=
  Matrix.of fun p q => if p.1 = i then (if q.1 = i then a p.2 q.2 else 0) else 0
```

`siteOp i a` is the operator $A$ of the introduction: its entry between $p$ and $q$ is that of $a$ if both labels lie on site $i$, and zero otherwise.

```lean
/-- The scattering path operator between sites `i` and `j`: the corresponding block of the
inverse of `M`, for invertible `M`. -/
def tau (M : Matrix (ι × n) (ι × n) ℂ) (i j : ι) : Matrix n n ℂ :=
  block M⁻¹ i j
```

`tau M i j` is $\tau_{ij}=(M^{-1})_{ij}$. The definition accepts any matrix $M$; nothing in it refers to potentials or wave functions. The theorems therefore apply to any finite invertible matrix, and identifying it with $t^{-1}-G_0$ or $E-H$ is up to the user.

## One-site operators select blocks

```lean
omit [DecidableEq ι] [DecidableEq n] in
/-- A sum over all sites and orbitals whose terms vanish away from site `j` is a sum over the
orbitals of site `j`. -/
theorem sum_site (j : ι) (f : ι × n → ℂ) (h : ∀ p, p.1 ≠ j → f p = 0) :
    ∑ p, f p = ∑ k, f (j, k) := by
  rw [Fintype.sum_prod_type]
  exact Finset.sum_eq_single j
    (fun i _ hi => Finset.sum_eq_zero fun k _ => h (i, k) hi) (by simp)
```

If $f(p)$ vanishes whenever $p$ is not on site $j$, then

$$\sum_p f(p)=\sum_{i}\sum_k f(i,k)=\sum_k f(j,k).$$

The proof splits the sum in the same way and keeps the one site that contributes.

```lean
omit [DecidableEq n] in
/-- The trace of a one-site operator times `X` involves only the diagonal block of `X` on that
site. -/
theorem trace_siteOp_mul (i : ι) (a : Matrix n n ℂ) (X : Matrix (ι × n) (ι × n) ℂ) :
    trace (siteOp i a * X) = trace (a * block X i i) := by
  simp only [Matrix.trace, Matrix.diag_apply, Matrix.mul_apply]
  rw [sum_site i _ (fun p hp => by simp [siteOp, hp])]
  refine Finset.sum_congr rfl fun k _ => ?_
  rw [sum_site i _ (fun p hp => by simp [siteOp, hp])]
  simp [siteOp, block]
```

By hand, with $A$ acting as $a$ on site $i$,

$$\mathrm{Tr}(AX)=\sum_{p,q}A_{pq}X_{qp}=\sum_{k,l}a_{kl}\,X_{(i,l),(i,k)}=\mathrm{Tr}(a\,X_{ii}).$$

`sum_site` is used twice, once for each of the sums over $p$ and $q$. With $X=(M-xB)^{-1}$, this says that the trace we differentiate reads only the diagonal block of site $i$.

```lean
omit [DecidableEq n] in
/-- Propagation from site `k` to site `i` with one scattering event on site `j` factorises into
the blocks that begin and end on site `j`. -/
theorem block_mul_siteOp_mul (X Y : Matrix (ι × n) (ι × n) ℂ) (i j k : ι)
    (b : Matrix n n ℂ) :
    block (X * siteOp j b * Y) i k = block X i j * b * block Y j k := by
  ext u v
  simp only [block, Matrix.submatrix_apply, Matrix.mul_apply]
  rw [sum_site j _ (fun p hp => by simp [siteOp, hp])]
  refine Finset.sum_congr rfl fun w _ => ?_
  rw [sum_site j _ (fun p hp => by simp [siteOp, hp])]
  simp [siteOp]
```

With $B$ acting as $b$ on site $j$, both inner sums collapse to that site:

$$(XBY)_{(i,u),(k,v)}=\sum_{w,w'}X_{(i,u),(j,w')}\,b_{w'w}\,Y_{(j,w),(k,v)},$$

which is $(XBY)_{ik}=X_{ij}\,b\,Y_{jk}$. Here $k$ is a site, as in the Lean statement. A path from $k$ to $i$ with one event on $j$ splits into a path to $j$, the event, and a path onward.

## The exact change at finite strength

```lean
/-- Exact response at finite strength `x`: if `M` and the perturbed matrix are both invertible,
the change of the trace on site `i` is `x` times a loop from `i` to `j` and back, with one
unperturbed and one perturbed path operator. -/
theorem finite_response (M : Matrix (ι × n) (ι × n) ℂ) (i j : ι) (a b : Matrix n n ℂ) (x : ℂ)
    (hM : IsUnit M.det) (hx : IsUnit (M - x • siteOp j b).det) :
    trace (siteOp i a * (M - x • siteOp j b)⁻¹) - trace (siteOp i a * M⁻¹)
      = x * trace (a * tau M i j * b * tau (M - x • siteOp j b) j i) := by
  -- difference of two inverses
  have key : (M - x • siteOp j b)⁻¹ - M⁻¹
      = x • (M⁻¹ * siteOp j b * (M - x • siteOp j b)⁻¹) := by
    calc (M - x • siteOp j b)⁻¹ - M⁻¹
        = M⁻¹ * (M - (M - x • siteOp j b)) * (M - x • siteOp j b)⁻¹ := by
          rw [Matrix.mul_sub M⁻¹ M, Matrix.sub_mul, Matrix.nonsing_inv_mul _ hM,
            Matrix.one_mul, Matrix.mul_assoc, Matrix.mul_nonsing_inv _ hx, Matrix.mul_one]
      _ = x • (M⁻¹ * siteOp j b * (M - x • siteOp j b)⁻¹) := by
          rw [sub_sub_cancel, Matrix.mul_smul, Matrix.smul_mul]
  rw [← Matrix.trace_sub, ← Matrix.mul_sub, key, Matrix.mul_smul, Matrix.trace_smul,
    smul_eq_mul, trace_siteOp_mul, block_mul_siteOp_mul]
  simp only [tau, Matrix.mul_assoc]
```

Write $M_x=M-xB$ and $\tau_{ji}(x)=(M_x^{-1})_{ji}$. The hypotheses `hM` and `hx` say that the determinants of $M$ and $M_x$ are units, which for complex numbers means non-zero. Then

$$M_x^{-1}-M^{-1}=M^{-1}(M-M_x)M_x^{-1}=x\,M^{-1}BM_x^{-1}.$$

This is the Dyson equation. Multiplying by $A$, taking the trace and applying the two block rules gives

$$\mathrm{Tr}(AM_x^{-1})-\mathrm{Tr}(AM^{-1})=x\,\mathrm{Tr}\big(a\,\tau_{ij}\,b\,\tau_{ji}(x)\big).$$

No order in $x$ has been neglected: the higher orders sit in the perturbed factor $\tau_{ji}(x)$. In the proof, `key` is the difference of inverses, and the final rewriting applies `trace_siteOp_mul` and `block_mul_siteOp_mul`.

## From the exact change to the derivative

```lean
/-- If `M` is invertible, the inverse of `M - x S` depends continuously on the strength `x` at
`x = 0`. -/
theorem continuousAt_inverse (M S : Matrix (ι × n) (ι × n) ℂ) (hM : IsUnit M.det) :
    ContinuousAt (fun x : ℂ => (M - x • S)⁻¹) 0 := by
  have hc : Continuous fun x : ℂ => M - x • S :=
    continuous_const.sub (continuous_id.smul continuous_const)
  -- the inverse is the adjugate divided by the determinant
  have h : (fun x : ℂ => (M - x • S)⁻¹)
      = fun x : ℂ => ((M - x • S).det)⁻¹ • (M - x • S).adjugate := by
    funext x
    rw [Matrix.inv_def, Ring.inverse_eq_inv']
  rw [h]
  exact (hc.matrix_det.continuousAt.inv₀ (by simpa using hM.ne_zero)).smul
    hc.matrix_adjugate.continuousAt
```

For any matrix $S$, the determinant and the adjugate of $M-xS$ are polynomials in $x$. Since $\det M\neq 0$, the quotient

$$(M-xS)^{-1}=\frac{\mathrm{adj}(M-xS)}{\det(M-xS)}$$

is continuous at $x=0$. The Lean proof rewrites the inverse in this form and combines the continuity of the two factors.

```lean
/-- Linear response: for invertible `M`, the trace of `a` on site `i` changes under a
perturbation `b` on site `j` at the rate `Tr (a τ_ij b τ_ji)`. -/
theorem hasDerivAt_response (M : Matrix (ι × n) (ι × n) ℂ) (i j : ι) (a b : Matrix n n ℂ)
    (hM : IsUnit M.det) :
    HasDerivAt (fun x : ℂ => trace (siteOp i a * (M - x • siteOp j b)⁻¹))
      (trace (a * tau M i j * b * tau M j i)) 0 := by
  have hc : Continuous fun x : ℂ => M - x • siteOp j b :=
    continuous_const.sub (continuous_id.smul continuous_const)
  have hdet : ∀ᶠ x : ℂ in 𝓝 0, (M - x • siteOp j b).det ≠ 0 :=
    hc.matrix_det.continuousAt.eventually_ne (by simpa using hM.ne_zero)
  have hY : Continuous fun Y : Matrix (ι × n) (ι × n) ℂ =>
      trace (a * tau M i j * b * block Y j i) :=
    (continuous_const.matrix_mul (continuous_id.matrix_submatrix _ _)).matrix_trace
  have hg : ContinuousAt (fun x : ℂ =>
      trace (a * tau M i j * b * tau (M - x • siteOp j b) j i)) 0 :=
    hY.continuousAt.comp (continuousAt_inverse M (siteOp j b) hM)
  have h0 := hg.tendsto
  simp only [zero_smul, sub_zero] at h0
  -- the difference quotient equals the exact loop formula near zero
  rw [hasDerivAt_iff_tendsto_slope]
  refine (h0.mono_left nhdsWithin_le_nhds).congr' ?_
  filter_upwards [self_mem_nhdsWithin, nhdsWithin_le_nhds hdet] with x hx hd
  have hx0 : x ≠ 0 := hx
  rw [slope_def_field]
  simp only [zero_smul, sub_zero]
  rw [finite_response M i j a b x hM (isUnit_iff_ne_zero.mpr hd), mul_div_cancel_left₀ _ hx0]
```

`HasDerivAt f f' 0` means that $f$ is differentiable at $0$ with derivative $f'$. Here $x$ is complex, so this is a complex derivative; real perturbation strengths are included.

By hand: $\det M_x$ is continuous and non-zero at $x=0$, hence non-zero for all small $x$. For small $x\neq 0$ the exact formula can be divided by $x$:

$$\frac{\mathrm{Tr}(AM_x^{-1})-\mathrm{Tr}(AM^{-1})}{x}=\mathrm{Tr}\big(a\,\tau_{ij}\,b\,\tau_{ji}(x)\big)\;\longrightarrow\;\mathrm{Tr}(a\,\tau_{ij}\,b\,\tau_{ji}).$$

The limit uses the continuity of the inverse. In Lean, `hdet` is the statement about small $x$, `hg` is the continuity of the right-hand side, and `hasDerivAt_iff_tendsto_slope` turns the derivative into the limit of the difference quotient. The `filter_upwards` step restricts attention to small non-zero $x$, where `finite_response` applies.

The matrices $a$ and $b$ stay fixed as $x$ varies. Self-consistent changes of the potential and the integral over energy are not part of the statement.

## Exchanging the two sites

```lean
/-- Reciprocity of the two-site response: for invertible `M`, the response of `a` on site `i` to
`b` on site `j` and the response of `b` to `a` have the same first derivative,
`Tr (a τ_ij b τ_ji)`. -/
theorem reciprocity (M : Matrix (ι × n) (ι × n) ℂ) (i j : ι) (a b : Matrix n n ℂ)
    (hM : IsUnit M.det) :
    HasDerivAt (fun x : ℂ => trace (siteOp i a * (M - x • siteOp j b)⁻¹))
      (trace (a * tau M i j * b * tau M j i)) 0 ∧
    HasDerivAt (fun x : ℂ => trace (siteOp j b * (M - x • siteOp i a)⁻¹))
      (trace (a * tau M i j * b * tau M j i)) 0 := by
  refine ⟨hasDerivAt_response M i j a b hM,
    (hasDerivAt_response M j i b a hM).congr_deriv ?_⟩
  -- cyclicity of the trace
  rw [Matrix.mul_assoc (b * tau M j i), Matrix.trace_mul_comm, ← Matrix.mul_assoc]
```

The theorem states two derivatives joined by `∧`, "and", with the same value. The first is the previous theorem. The second is that theorem with the roles exchanged, which gives $\mathrm{Tr}(b\,\tau_{ji}\,a\,\tau_{ij})$, and cyclicity of the trace finishes the argument:

$$\mathrm{Tr}\big((b\,\tau_{ji})(a\,\tau_{ij})\big)=\mathrm{Tr}\big((a\,\tau_{ij})(b\,\tau_{ji})\big).$$

The matrix $M$ need be neither symmetric nor Hermitian. This differs from the reciprocity that relates $\tau_{ij}$ to the transpose of $\tau_{ji}$, which relies on a symmetry of $M$. Here both blocks appear in either direction, and the loop is merely read from a different starting point.

Invertibility of $M$ does matter. Take one site with one orbital, $M=0$ and $a=b=1$. For $x\neq 0$ the trace is $-1/x$, which diverges as $x\to 0$, so there is no derivative at $0$. (Lean assigns the value $0$ to the inverse of the zero matrix, which does not repair the divergence.) For $M=E-H$ this is the case of an energy $E$ that coincides with an eigenvalue of $H$; with Hermitian $H$, a non-zero imaginary part of $E$ avoids it.

## A dimer with unequal finite responses

```lean
/-- A dimer with one orbital per site, given by the matrix with rows `(1, 1)` and `(1, 0)`. -/
def dimer : Matrix (Fin 2 × Unit) (Fin 2 × Unit) ℂ :=
  (!![1, 1; 1, 0] : Matrix (Fin 2) (Fin 2) ℂ).submatrix Prod.fst Prod.fst
```

The sites are $0$ and $1$, and `Unit` provides a single orbital on each. The matrix is

$$M=\begin{pmatrix}1&1\\1&0\end{pmatrix},\qquad M^{-1}=\begin{pmatrix}0&1\\1&-1\end{pmatrix}.$$

```lean
/-- Finite responses need not be reciprocal: in the dimer, unit perturbations of finite strength
give the response `1/2` in one direction and `1` in the other. -/
theorem finite_response_not_reciprocal :
    trace (siteOp 0 1 * (dimer - siteOp 1 1)⁻¹) - trace (siteOp 0 1 * dimer⁻¹) = 1 / 2 ∧
    trace (siteOp 1 1 * (dimer - siteOp 0 1)⁻¹) - trace (siteOp 1 1 * dimer⁻¹) = 1 := by
  -- the three inverses, each checked by multiplication
  have h0 : dimer⁻¹ =
      (!![0, 1; 1, -1] : Matrix (Fin 2) (Fin 2) ℂ).submatrix Prod.fst Prod.fst := by
    apply Matrix.inv_eq_right_inv
    ext ⟨p, ⟨⟩⟩ ⟨q, ⟨⟩⟩
    fin_cases p <;> fin_cases q <;>
      simp [dimer, Matrix.mul_apply, Fintype.sum_prod_type]
  have h1 : (dimer - siteOp 1 1)⁻¹ =
      (!![1 / 2, 1 / 2; 1 / 2, -1 / 2] : Matrix (Fin 2) (Fin 2) ℂ).submatrix
        Prod.fst Prod.fst := by
    apply Matrix.inv_eq_right_inv
    ext ⟨p, ⟨⟩⟩ ⟨q, ⟨⟩⟩
    fin_cases p <;> fin_cases q <;>
      norm_num [dimer, siteOp, Matrix.mul_apply, Fintype.sum_prod_type, Matrix.one_apply]
  have h2 : (dimer - siteOp 0 1)⁻¹ =
      (!![0, 1; 1, 0] : Matrix (Fin 2) (Fin 2) ℂ).submatrix Prod.fst Prod.fst := by
    apply Matrix.inv_eq_right_inv
    ext ⟨p, ⟨⟩⟩ ⟨q, ⟨⟩⟩
    fin_cases p <;> fin_cases q <;>
      simp [dimer, siteOp, Matrix.mul_apply, Fintype.sum_prod_type]
  simp only [trace_siteOp_mul, h0, h1, h2]
  constructor <;> simp [block, Matrix.trace]

end

end TwoSiteResponse
```

In `siteOp 1 1` the first `1` is the site and the second is the unit matrix on its orbital. The perturbation has strength $x=1$, and the two perturbed inverses are

$$\begin{pmatrix}1&1\\1&-1\end{pmatrix}^{-1}=\begin{pmatrix}\tfrac12&\tfrac12\\\tfrac12&-\tfrac12\end{pmatrix},\qquad\begin{pmatrix}0&1\\1&0\end{pmatrix}^{-1}=\begin{pmatrix}0&1\\1&0\end{pmatrix}.$$

With site $1$ perturbed, the entry on site $0$ goes from $0$ to $1/2$. With site $0$ perturbed, the entry on site $1$ goes from $-1$ to $0$, a change of $1$. Lean confirms each proposed inverse by multiplying it with its matrix, entry by entry, and then reads off the diagonal entries.

For general strength, the same two-by-two inversion gives the responses $x/(1+x)$ and $x$, the first for $x\neq-1$. Both have slope $\tau_{01}\tau_{10}=1$ at $x=0$. They separate at second order because the perturbed site also scatters repeatedly through its own diagonal element, which is $\tau_{11}=-1$ in one case and $\tau_{00}=0$ in the other.

## One inversion for all pairs

With the loop formula, one inversion of $M$ at each energy is enough for all pairs. For each pair of sites one then takes the blocks $\tau_{ij}$ and $\tau_{ji}$, multiplies the four small matrices and takes the trace; no perturbed matrix has to be inverted. If every site carries one fixed matrix, used both as perturbation and as observable, each unordered pair needs to be evaluated only once.

A numerical check perturbs site $j$ by $+h$ and $-h$, inverts both matrices, and divides the difference of the traces by $2h$. For small $h$ the result approaches the loop formula with an error of order $h^2$, until rounding takes over. With a one-sided difference the error is generally of order $h$, and the two directions can disagree at that order, as they do in the dimer.

```lean
#print axioms TwoSiteResponse.reciprocity
#print axioms TwoSiteResponse.finite_response_not_reciprocal
```

```
'TwoSiteResponse.reciprocity' depends on axioms: [propext, Classical.choice, Quot.sound]
'TwoSiteResponse.finite_response_not_reciprocal' depends on axioms: [propext, Classical.choice, Quot.sound]
```
